# For a3 ≠ 0, the cubic tensor a1 I + a2 q qᵀ + a3 diag(q_i²) has isotropic transverse response exactly when the unit vector q lies along a 100 or 111 axis

At a small nonzero wavevector of fixed length and direction q, the dielectric tensor of a cubic crystal of class m-3m has this form to second order in the wavevector. One way to extract the cubic anisotropy coefficient a3 from the computed tensor is to compare the responses to two orthogonal transverse polarisations. Along 100 or 111 they coincide whatever a3 is. Along 110 the response for polarisation along (1, −1, 0) minus that for (0, 0, 1) is a3/2, and no direction or pair of orthogonal transverse polarisations gives a difference of larger magnitude.

```lean
import Mathlib

open Matrix

namespace CubicTransverseResponse
```

The model is the tensor of a cubic crystal of class m-3m through second order in the wavevector, in cube axes:

M(q) = a1 I + a2 q qᵀ + a3 diag(q_0², q_1², q_2²).

Here q is the unit propagation direction, and the wavevector's fixed length is absorbed into the coefficients. The coefficient a1 multiplies the identity, a2 acts only on the longitudinal part of a field, and a3 measures the cubic anisotropy. All three are real inputs, so absorption is left out and nothing is derived from the electronic structure. In Lean, vectors are functions `Fin 3 → ℝ` and `vecMulVec q q` is q qᵀ.

```lean
/-- The response tensor `a1 I + a2 q qᵀ + a3 diag(q_i²)` of a cubic crystal for the
propagation direction `q`, in the cube-axis frame. -/
def cubicTensor (a1 a2 a3 : ℝ) (q : Fin 3 → ℝ) : Matrix (Fin 3) (Fin 3) ℝ :=
  a1 • (1 : Matrix (Fin 3) (Fin 3) ℝ) + a2 • vecMulVec q q + a3 • diagonal (fun i => q i ^ 2)
```

Transverse isotropy at a given q means that one number c satisfies u·Mv = c u·v for all u, v orthogonal to q.

```lean
/-- The response is the same for all transverse polarisations: on the plane orthogonal to `q`
the tensor acts as a multiple of the dot product. -/
def IsTransverselyIsotropic (a1 a2 a3 : ℝ) (q : Fin 3 → ℝ) : Prop :=
  ∃ c : ℝ, ∀ u v : Fin 3 → ℝ, u ⬝ᵥ q = 0 → v ⬝ᵥ q = 0 →
    u ⬝ᵥ (cubicTensor a1 a2 a3 q *ᵥ v) = c * (u ⬝ᵥ v)
```

Since q is a unit vector, it lies along a cube axis when two components vanish.

```lean
/-- `q` lies along a cube axis (100 direction): two of its components vanish. -/
def AlongCubeAxis (q : Fin 3 → ℝ) : Prop :=
  (q 1 = 0 ∧ q 2 = 0) ∨ (q 0 = 0 ∧ q 2 = 0) ∨ (q 0 = 0 ∧ q 1 = 0)
```

It lies along a body diagonal when all components have equal modulus, whatever their signs.

```lean
/-- `q` lies along a body diagonal (111 direction): its components have equal modulus. -/
def AlongBodyDiagonal (q : Fin 3 → ℝ) : Prop :=
  |q 0| = |q 1| ∧ |q 1| = |q 2|
```

To measure the splitting, take orthonormal polarisations u, v with u·q = v·q = 0.

```lean
/-- `u` and `v` are orthonormal polarisations transverse to the unit vector `q`. -/
def IsTransverseFrame (q u v : Fin 3 → ℝ) : Prop :=
  q ⬝ᵥ q = 1 ∧ u ⬝ᵥ u = 1 ∧ v ⬝ᵥ v = 1 ∧ u ⬝ᵥ v = 0 ∧ u ⬝ᵥ q = 0 ∧ v ⬝ᵥ q = 0
```

The splitting will depend on direction through s² − 3p, where

s = q_0²q_1² + q_1²q_2² + q_2²q_0²,  p = q_0²q_1²q_2².

```lean
/-- The direction-dependent factor `s² - 3p`, where `s` is the sum of the products
`q_i² q_j²` over pairs and `p` is the product of all three `q_i²`. -/
def anisotropy (q : Fin 3 → ℝ) : ℝ :=
  (q 0 ^ 2 * q 1 ^ 2 + q 1 ^ 2 * q 2 ^ 2 + q 2 ^ 2 * q 0 ^ 2) ^ 2
    - 3 * (q 0 ^ 2 * q 1 ^ 2 * q 2 ^ 2)
```

For any v,

(Mv)_i = a1 v_i + a2 q_i (q·v) + a3 q_i² v_i,

and the a2 term vanishes when v is transverse.

```lean
/-- On a transverse field the tensor multiplies each component by `a1 + a3 q_i²`. -/
theorem cubicTensor_mulVec (a1 a2 a3 : ℝ) {q v : Fin 3 → ℝ} (hv : v ⬝ᵥ q = 0) :
    cubicTensor a1 a2 a3 q *ᵥ v = fun i => (a1 + a3 * q i ^ 2) * v i := by
  ext i
  have h : (cubicTensor a1 a2 a3 q *ᵥ v) i
      = a1 * v i + a2 * q i * (v ⬝ᵥ q) + a3 * q i ^ 2 * v i := by
    fin_cases i <;>
      simp [cubicTensor, mulVec, dotProduct, Fin.sum_univ_three, vecMulVec_apply,
        Matrix.one_apply, diagonal_apply] <;> ring
  rw [h, hv]
  ring
```

Taking the dot product with u gives

u·Mv = a1 u·v + a3 Σ q_i² u_i v_i.

```lean
/-- Between a field `u` and a transverse field `v`, the response form is
`a1 u·v + a3 ∑ q_i² u_i v_i`. -/
theorem transverse_form (a1 a2 a3 : ℝ) {q v : Fin 3 → ℝ} (u : Fin 3 → ℝ) (hv : v ⬝ᵥ q = 0) :
    u ⬝ᵥ (cubicTensor a1 a2 a3 q *ᵥ v)
      = a1 * (u ⬝ᵥ v) + a3 * ∑ i, q i ^ 2 * u i * v i := by
  rw [cubicTensor_mulVec a1 a2 a3 hv]
  simp only [dotProduct, Fin.sum_univ_three]
  ring
```

Suppose the response is isotropic, and write c = a1 + a3 d, which is possible because a3 ≠ 0. Then Σ q_i² u_i v_i = d u·v for all transverse u, v. Test this (`key` in the code) on

t0 = (0, q_2, −q_1),  t1 = (q_2, 0, −q_0),  t2 = (q_1, −q_0, 0).

The mixed pairs give

q_0² q_1q_2 = d q_1q_2,  q_1² q_0q_2 = d q_0q_2,  q_2² q_0q_1 = d q_0q_1.

If no component vanishes, all q_i² equal d, and q is a body diagonal. If q_0 = 0, pairing t2 and t1 with themselves gives d q_1² = d q_2² = 0. Pairing t0 with itself then gives 2q_1²q_2² = d(q_1² + q_2²) = 0, so a second component vanishes (`aux`). The other components are treated alike.

Conversely, on a cube axis transversality removes the only surviving term of the sum, so c = a1. On a body diagonal q_i² = 1/3, so c = a1 + a3/3. In the limiting case a3 = 0 every direction is isotropic, which is why the theorem assumes a3 ≠ 0.

```lean
/-- For `a3 ≠ 0` the transverse response is isotropic exactly when the unit vector `q` lies
along a cube axis or a body diagonal. -/
theorem isotropic_iff (a1 a2 a3 : ℝ) (ha : a3 ≠ 0) (q : Fin 3 → ℝ) (hq : q ⬝ᵥ q = 1) :
    IsTransverselyIsotropic a1 a2 a3 q ↔ AlongCubeAxis q ∨ AlongBodyDiagonal q := by
  simp only [dotProduct, Fin.sum_univ_three] at hq
  constructor
  · rintro ⟨c, hc⟩
    obtain ⟨d, hd⟩ : ∃ d, c = a1 + a3 * d := ⟨(c - a1) / a3, by field_simp; ring⟩
    have key : ∀ u0 u1 u2 v0 v1 v2 : ℝ, u0 * q 0 + u1 * q 1 + u2 * q 2 = 0 →
        v0 * q 0 + v1 * q 1 + v2 * q 2 = 0 →
        q 0 ^ 2 * u0 * v0 + q 1 ^ 2 * u1 * v1 + q 2 ^ 2 * u2 * v2
          = d * (u0 * v0 + u1 * v1 + u2 * v2) := by
      intro u0 u1 u2 v0 v1 v2 hu hv
      have hu' : ![u0, u1, u2] ⬝ᵥ q = 0 := by
        rw [dotProduct, Fin.sum_univ_three]; exact hu
      have hv' : ![v0, v1, v2] ⬝ᵥ q = 0 := by
        rw [dotProduct, Fin.sum_univ_three]; exact hv
      have h := hc _ _ hu' hv'
      rw [transverse_form a1 a2 a3 _ hv'] at h
      simp only [dotProduct, Fin.sum_univ_three] at h
      change a1 * (u0 * v0 + u1 * v1 + u2 * v2)
        + a3 * (q 0 ^ 2 * u0 * v0 + q 1 ^ 2 * u1 * v1 + q 2 ^ 2 * u2 * v2)
        = c * (u0 * v0 + u1 * v1 + u2 * v2) at h
      apply mul_left_cancel₀ ha
      linear_combination h + (u0 * v0 + u1 * v1 + u2 * v2) * hd
    -- test the form on the transverse vectors built from two components of q
    have g01 := key (q 1) (-q 0) 0 (q 1) (-q 0) 0 (by ring) (by ring)
    have g02 := key (q 2) 0 (-q 0) (q 2) 0 (-q 0) (by ring) (by ring)
    have g12 := key 0 (q 2) (-q 1) 0 (q 2) (-q 1) (by ring) (by ring)
    have e0 := key (q 1) (-q 0) 0 (q 2) 0 (-q 0) (by ring) (by ring)
    have e1 := key (q 1) (-q 0) 0 0 (q 2) (-q 1) (by ring) (by ring)
    have e2 := key 0 (q 2) (-q 1) (q 2) 0 (-q 0) (by ring) (by ring)
    -- if one component vanishes, so does a second one
    have aux : ∀ y z : ℝ, y * y + z * z = 1 → d * y ^ 2 = 0 → d * z ^ 2 = 0 →
        2 * (y * z) ^ 2 = d * (y ^ 2 + z ^ 2) → y = 0 ∨ z = 0 := by
      intro y z _ h1 h2 h3
      have h4 : (y * z) ^ 2 = 0 := by linarith
      exact mul_eq_zero.mp (pow_eq_zero_iff (two_ne_zero) |>.mp h4)
    by_cases h0 : q 0 = 0
    · rw [h0] at hq g01 g02
      rcases aux (q 1) (q 2) (by linarith) (by linarith) (by linarith) (by linarith) with h | h
      · exact Or.inl (Or.inr (Or.inr ⟨h0, h⟩))
      · exact Or.inl (Or.inr (Or.inl ⟨h0, h⟩))
    by_cases h1 : q 1 = 0
    · rw [h1] at hq g01 g12
      rcases aux (q 0) (q 2) (by linarith) (by linarith) (by linarith) (by linarith) with h | h
      · exact absurd h h0
      · exact Or.inl (Or.inl ⟨h1, h⟩)
    by_cases h2 : q 2 = 0
    · rw [h2] at hq g02 g12
      rcases aux (q 0) (q 1) (by linarith) (by linarith) (by linarith) (by linarith) with h | h
      · exact absurd h h0
      · exact absurd h h1
    -- otherwise all three squares equal d
    have f0 : q 0 ^ 2 = d :=
      mul_right_cancel₀ (mul_ne_zero h1 h2) (by linear_combination e0)
    have f1 : q 1 ^ 2 = d :=
      mul_right_cancel₀ (mul_ne_zero h0 h2) (by linear_combination -e1)
    have f2 : q 2 ^ 2 = d :=
      mul_right_cancel₀ (mul_ne_zero h0 h1) (by linear_combination e2)
    exact Or.inr ⟨(sq_eq_sq_iff_abs_eq_abs _ _).mp (f0.trans f1.symm),
      (sq_eq_sq_iff_abs_eq_abs _ _).mp (f1.trans f2.symm)⟩
  · rintro (h | ⟨h1, h2⟩)
    · refine ⟨a1, fun u v hu hv => ?_⟩
      rw [transverse_form a1 a2 a3 u hv]
      simp only [dotProduct, Fin.sum_univ_three] at hu ⊢
      rcases h with ⟨ha, hb⟩ | ⟨ha, hb⟩ | ⟨ha, hb⟩ <;> rw [ha, hb] at hu ⊢
      · linear_combination a3 * q 0 * v 0 * hu
      · linear_combination a3 * q 1 * v 1 * hu
      · linear_combination a3 * q 2 * v 2 * hu
    · have k1 := (sq_eq_sq_iff_abs_eq_abs _ _).mpr h1
      have k2 := (sq_eq_sq_iff_abs_eq_abs _ _).mpr h2
      refine ⟨a1 + a3 * q 2 ^ 2, fun u v _ hv => ?_⟩
      rw [transverse_form a1 a2 a3 u hv]
      simp only [dotProduct, Fin.sum_univ_three]
      rw [k1, k2]
      ring
```

For the size of the splitting, set A = Σ q_i²u_i², B = Σ q_i²v_i² and C = Σ q_i²u_iv_i. The squared eigenvalue gap of the 2×2 transverse block is

(M_uu − M_vv)² + 4M_uv² = a3²[(A + B)² − 4(AB − C²)].

Completeness, u_iu_j + v_iv_j + q_iq_j = δ_ij, gives the trace

A + B = Σ q_i²(1 − q_i²) = 2s.

It also gives (u_iv_j − u_jv_i)² = 1 − q_i² − q_j² = q_k² for i, j, k distinct (`minor`), hence

AB − C² = Σ_{i<j} q_i²q_j²(u_iv_j − u_jv_i)² = 3p.

The squared gap is therefore 4a3²(s² − 3p).

```lean
/-- In any orthonormal transverse frame, the squared eigenvalue splitting of the `2 × 2`
transverse block equals `4 a3²` times the anisotropy factor of the direction `q`. -/
theorem splitting_sq (a1 a2 a3 : ℝ) {q u v : Fin 3 → ℝ} (h : IsTransverseFrame q u v) :
    (u ⬝ᵥ (cubicTensor a1 a2 a3 q *ᵥ u) - v ⬝ᵥ (cubicTensor a1 a2 a3 q *ᵥ v)) ^ 2
      + 4 * (u ⬝ᵥ (cubicTensor a1 a2 a3 q *ᵥ v)) ^ 2 = 4 * a3 ^ 2 * anisotropy q := by
  obtain ⟨hq, hu, hv, huv, huq, hvq⟩ := h
  rw [transverse_form a1 a2 a3 u huq, transverse_form a1 a2 a3 v hvq,
    transverse_form a1 a2 a3 u hvq, hu, hv, huv]
  simp only [dotProduct, Fin.sum_univ_three] at hq hu hv huv huq hvq
  -- completeness of the orthonormal frame (u, v, q)
  have hA : !![u 0, u 1, u 2; v 0, v 1, v 2; q 0, q 1, q 2]
      * !![u 0, v 0, q 0; u 1, v 1, q 1; u 2, v 2, q 2] = 1 := by
    ext i j
    fin_cases i <;> fin_cases j <;> simp [Matrix.mul_apply, Fin.sum_univ_three] <;> linarith
  have hB := mul_eq_one_comm.mp hA
  have c00 : u 0 * u 0 + v 0 * v 0 + q 0 * q 0 = 1 := by
    simpa [Matrix.mul_apply, Fin.sum_univ_three] using congrFun (congrFun hB 0) 0
  have c11 : u 1 * u 1 + v 1 * v 1 + q 1 * q 1 = 1 := by
    simpa [Matrix.mul_apply, Fin.sum_univ_three] using congrFun (congrFun hB 1) 1
  have c22 : u 2 * u 2 + v 2 * v 2 + q 2 * q 2 = 1 := by
    simpa [Matrix.mul_apply, Fin.sum_univ_three] using congrFun (congrFun hB 2) 2
  have c01 : u 0 * u 1 + v 0 * v 1 + q 0 * q 1 = 0 := by
    simpa [Matrix.mul_apply, Fin.sum_univ_three] using congrFun (congrFun hB 0) 1
  have c02 : u 0 * u 2 + v 0 * v 2 + q 0 * q 2 = 0 := by
    simpa [Matrix.mul_apply, Fin.sum_univ_three] using congrFun (congrFun hB 0) 2
  have c12 : u 1 * u 2 + v 1 * v 2 + q 1 * q 2 = 0 := by
    simpa [Matrix.mul_apply, Fin.sum_univ_three] using congrFun (congrFun hB 1) 2
  have minor : ∀ a b c d x y z : ℝ, a * a + b * b + x * x = 1 → c * c + d * d + y * y = 1 →
      a * c + b * d + x * y = 0 → x * x + y * y + z * z = 1 → (a * d - c * b) ^ 2 = z ^ 2 := by
    intro a b c d x y z h1 h2 h3 h4
    linear_combination (c * c + d * d) * h1 + (1 - x * x) * h2
      - (a * c + b * d - x * y) * h3 - h4
  have m01 := minor _ _ _ _ _ _ (q 2) c00 c11 c01 hq
  have m02 := minor _ _ _ _ _ _ (q 1) c00 c22 c02 (by linarith)
  have m12 := minor _ _ _ _ _ _ (q 0) c11 c22 c12 (by linarith)
  -- trace and determinant of the anisotropic part on the transverse plane
  have tr : (∑ i, q i ^ 2 * u i * u i) + ∑ i, q i ^ 2 * v i * v i
      = 2 * (q 0 ^ 2 * q 1 ^ 2 + q 1 ^ 2 * q 2 ^ 2 + q 2 ^ 2 * q 0 ^ 2) := by
    simp only [Fin.sum_univ_three]
    linear_combination q 0 ^ 2 * c00 + q 1 ^ 2 * c11 + q 2 ^ 2 * c22
      - (q 0 ^ 2 + q 1 ^ 2 + q 2 ^ 2) * hq
  have dt : (∑ i, q i ^ 2 * u i * u i) * (∑ i, q i ^ 2 * v i * v i)
      - (∑ i, q i ^ 2 * u i * v i) ^ 2 = 3 * (q 0 ^ 2 * q 1 ^ 2 * q 2 ^ 2) := by
    simp only [Fin.sum_univ_three]
    linear_combination q 0 ^ 2 * q 1 ^ 2 * m01 + q 0 ^ 2 * q 2 ^ 2 * m02
      + q 1 ^ 2 * q 2 ^ 2 * m12
  unfold anisotropy
  generalize (∑ i, q i ^ 2 * u i * u i) = A at *
  generalize (∑ i, q i ^ 2 * v i * v i) = B at *
  generalize (∑ i, q i ^ 2 * u i * v i) = C at *
  linear_combination a3 ^ 2 * (A + B
    + 2 * (q 0 ^ 2 * q 1 ^ 2 + q 1 ^ 2 * q 2 ^ 2 + q 2 ^ 2 * q 0 ^ 2)) * tr - 4 * a3 ^ 2 * dt
```

To bound it, put x, y, z = q_0², q_1², q_2², which are nonnegative with sum one. For a ≥ b ≥ c ≥ 0, Schur's expression a(a − b)(a − c) + b(b − a)(b − c) + c(c − a)(c − b) equals

(a − b)²(a + b − c) + c(a − c)(b − c) ≥ 0,

which here reads 1 − 4s + 9p ≥ 0. If s ≤ 1/4, then s² − 3p ≤ s² ≤ 1/16. If 1/4 ≤ s ≤ 1, then

s² − 3p − 1/16 ≤ (s − 1/4)(s − 13/12) ≤ 0.

```lean
/-- For nonnegative `x, y, z` with sum one, `(xy + yz + zx)² - 3xyz` is at most `1/16`. -/
theorem anisotropy_bound (x y z : ℝ) (hx : 0 ≤ x) (hy : 0 ≤ y) (hz : 0 ≤ z)
    (hs : x + y + z = 1) : (x * y + y * z + z * x) ^ 2 - 3 * (x * y * z) ≤ 1 / 16 := by
  -- Schur's inequality, first for ordered arguments
  have S : ∀ a b c : ℝ, 0 ≤ c → c ≤ b → b ≤ a →
      0 ≤ a * (a - b) * (a - c) + b * (b - a) * (b - c) + c * (c - a) * (c - b) := by
    intro a b c hc hcb hba
    have h1 : 0 ≤ (a - b) ^ 2 * (a + b - c) := mul_nonneg (sq_nonneg _) (by linarith)
    have h2 : 0 ≤ c * ((a - c) * (b - c)) :=
      mul_nonneg hc (mul_nonneg (by linarith) (by linarith))
    linarith
  have schur : 0 ≤ x * (x - y) * (x - z) + y * (y - x) * (y - z) + z * (z - x) * (z - y) := by
    rcases le_total x y with h1 | h1 <;> rcases le_total y z with h2 | h2 <;>
      rcases le_total x z with h3 | h3 <;>
      first
        | linarith [S x y z hz (by assumption) (by assumption)]
        | linarith [S x z y hy (by assumption) (by assumption)]
        | linarith [S y x z hz (by assumption) (by assumption)]
        | linarith [S y z x hx (by assumption) (by assumption)]
        | linarith [S z x y hy (by assumption) (by assumption)]
        | linarith [S z y x hx (by assumption) (by assumption)]
  have h9 : 0 ≤ 1 - 4 * (x * y + y * z + z * x) + 9 * (x * y * z) := by
    have hz' : z = 1 - x - y := by linarith
    subst hz'
    linarith
  have hp : 0 ≤ x * y * z := by positivity
  have h0 : 0 ≤ x * y + y * z + z * x := by positivity
  have h3 : x * y + y * z + z * x ≤ 1 := by
    have : (x + y + z) ^ 2 = 1 := by rw [hs]; norm_num
    nlinarith [sq_nonneg x, sq_nonneg y, sq_nonneg z]
  generalize x * y + y * z + z * x = s at *
  generalize x * y * z = p at *
  rcases le_total s (1 / 4) with h | h
  · nlinarith
  · nlinarith [mul_nonneg (sub_nonneg.mpr h) (show 0 ≤ 13 / 12 - s by linarith)]
```

Dropping 4M_uv² ≥ 0 leaves (M_uu − M_vv)² ≤ a3²/4.

```lean
/-- For every direction `q`, the responses to two orthonormal transverse polarisations differ
by at most `|a3|/2`. -/
theorem splitting_le (a1 a2 a3 : ℝ) {q u v : Fin 3 → ℝ} (h : IsTransverseFrame q u v) :
    |u ⬝ᵥ (cubicTensor a1 a2 a3 q *ᵥ u) - v ⬝ᵥ (cubicTensor a1 a2 a3 q *ᵥ v)| ≤ |a3| / 2 := by
  have hsp := splitting_sq a1 a2 a3 h
  have hq := h.1
  simp only [dotProduct, Fin.sum_univ_three] at hq
  have hb : anisotropy q ≤ 1 / 16 :=
    anisotropy_bound _ _ _ (sq_nonneg (q 0)) (sq_nonneg (q 1)) (sq_nonneg (q 2)) (by linarith)
  have hm := mul_le_mul_of_nonneg_left hb (show 0 ≤ 4 * a3 ^ 2 by positivity)
  apply abs_le_of_sq_le_sq _ (by positivity)
  rw [div_pow, sq_abs]
  linarith [sq_nonneg (u ⬝ᵥ (cubicTensor a1 a2 a3 q *ᵥ v))]
```

Along 110, q = (1, 1, 0)/√2. The polarisation (1, −1, 0)/√2 has eigenvalue a1 + a3/2, and (0, 0, 1) has eigenvalue a1, so the bound is attained. In the Lean statement `s` is the component ±1/√2, not the pair sum above.

The eigenvalue gap can be computed in any transverse frame by projecting M onto u and v and diagonalising the 2×2 block. The diagonal difference alone depends on the frame: turning this one by 45° about q makes it zero, while the eigenvalue gap stays |a3|/2.

```lean
/-- Along the face diagonal 110, the transverse polarisations along `(1,-1,0)` and `(0,0,1)` are
eigenvectors with eigenvalues `a1 + a3/2` and `a1`, and their responses differ by `a3/2`. -/
theorem face_diagonal_witness (a1 a2 a3 s : ℝ) (hs : 2 * s ^ 2 = 1) :
    IsTransverseFrame ![s, s, 0] ![s, -s, 0] ![0, 0, 1] ∧
    cubicTensor a1 a2 a3 ![s, s, 0] *ᵥ ![s, -s, 0] = (a1 + a3 / 2) • ![s, -s, 0] ∧
    cubicTensor a1 a2 a3 ![s, s, 0] *ᵥ ![0, 0, 1] = a1 • ![0, 0, 1] ∧
    ![s, -s, 0] ⬝ᵥ (cubicTensor a1 a2 a3 ![s, s, 0] *ᵥ ![s, -s, 0])
      - ![0, 0, 1] ⬝ᵥ (cubicTensor a1 a2 a3 ![s, s, 0] *ᵥ ![0, 0, 1]) = a3 / 2 := by
  have hf : IsTransverseFrame ![s, s, 0] ![s, -s, 0] ![0, 0, 1] := by
    refine ⟨?_, ?_, ?_, ?_, ?_, ?_⟩ <;> simp [dotProduct, Fin.sum_univ_three] <;> linarith
  have hu : cubicTensor a1 a2 a3 ![s, s, 0] *ᵥ ![s, -s, 0]
      = (a1 + a3 / 2) • ![s, -s, 0] := by
    rw [cubicTensor_mulVec a1 a2 a3 hf.2.2.2.2.1]
    ext i
    fin_cases i
    · change (a1 + a3 * s ^ 2) * s = (a1 + a3 / 2) * s
      linear_combination a3 * s / 2 * hs
    · change (a1 + a3 * s ^ 2) * (-s) = (a1 + a3 / 2) * (-s)
      linear_combination -(a3 * s / 2) * hs
    · change (a1 + a3 * 0 ^ 2) * 0 = (a1 + a3 / 2) * 0
      ring
  have hv : cubicTensor a1 a2 a3 ![s, s, 0] *ᵥ ![0, 0, 1] = a1 • ![0, 0, 1] := by
    rw [cubicTensor_mulVec a1 a2 a3 hf.2.2.2.2.2]
    ext i
    fin_cases i
    · change (a1 + a3 * s ^ 2) * 0 = a1 * 0
      ring
    · change (a1 + a3 * s ^ 2) * 0 = a1 * 0
      ring
    · change (a1 + a3 * 0 ^ 2) * 1 = a1 * 1
      ring
  refine ⟨hf, hu, hv, ?_⟩
  rw [hu, hv, dotProduct_smul, dotProduct_smul, hf.2.1, hf.2.2.1, smul_eq_mul, smul_eq_mul]
  ring

end CubicTransverseResponse
```

```lean
#print axioms CubicTransverseResponse.isotropic_iff
#print axioms CubicTransverseResponse.splitting_le
```

```
'CubicTransverseResponse.isotropic_iff' depends on axioms: [propext, Classical.choice, Quot.sound]
'CubicTransverseResponse.splitting_le' depends on axioms: [propext, Classical.choice, Quot.sound]
```
